# One minus a hop there and back swaps the spins of two singly occupied sites

Put one electron on site 1 with spin $s$ and one on site 2 with spin $t$, starting from a state $x$ in which both sites are empty. Then

$$(1-E_{12}E_{21})\,c_{1s}c_{2t}\,x=c_{1t}c_{2s}\,x ,$$

where $c_{ps}$ creates an electron with spin $s$ on site $p$, and $E_{pq}$ moves an electron from site $q$ to site $p$ without touching its spin. I find it striking that a spin-independent hop can exchange spins. Can this be derived rigorously from the anticommutation relations alone, and checked by machine? I would also like to see how it leads to the Heisenberg form $\mathbf S_1\cdot\mathbf S_2$.

## Either electron can make the return hop

Yes. The identity holds for any two distinct sites $p,q$ and any finite number of spin labels, and for spin one half it gives the Heisenberg form.

Let $a_{ps}$ be the annihilation operators. The canonical anticommutation relations (CAR) say that two $c$'s anticommute, two $a$'s anticommute, and $a_{ps}c_{qt}+c_{qt}a_{ps}=\delta_{pq}\delta_{st}$. The hopping operator is $E_{pq}=\sum_s c_{ps}a_{qs}$. For any vector $y$,

$$c_{ps}a_{qu}c_{rt}\,y=c_{ps}\bigl(\delta_{qr}\delta_{ut}\,y-c_{rt}a_{qu}\,y\bigr)=\delta_{qr}\delta_{ut}\,c_{ps}\,y+c_{rt}c_{ps}a_{qu}\,y .$$

Setting $u=s$ and summing over $s$ gives

$$E_{pq}c_{rt}\,y=\delta_{qr}\,c_{pt}\,y+c_{rt}E_{pq}\,y .$$

Now let $p\neq q$ and let all $a_{ps}$ and $a_{qs}$ kill $x$, so that $E_{pq}x=E_{qp}x=0$. In the first hop only the electron on $p$ can move:

$$E_{qp}\,c_{ps}c_{qt}\,x=c_{qs}c_{qt}\,x .$$

Site $q$ is now doubly occupied, or the result is zero if $s=t$, by the Pauli principle. Either electron can hop back:

$$E_{pq}\,c_{qs}c_{qt}\,x=c_{ps}c_{qt}\,x+c_{qs}c_{pt}\,x=c_{ps}c_{qt}\,x-c_{pt}c_{qs}\,x .$$

Subtracting this from $c_{ps}c_{qt}x$ leaves $c_{pt}c_{qs}x$. The swap comes from the term in which the other electron returns, and its sign from anticommutation.

By linearity, a spin amplitude $f_{st}$ is transposed. A symmetric amplitude is therefore unchanged, and an antisymmetric one, the singlet for spin one half, changes sign.

## From the swap to $\mathbf S_p\cdot\mathbf S_q$

For spin one half, with $\hbar=1$ and Pauli matrices $\sigma^k$, define $S_p^k=\tfrac12\sum_{s,t}\sigma^k_{st}c_{ps}a_{pt}$. The transfer rule above shows that $S_p^k$ applies the matrix $\tfrac12\sigma^k$ to the spin of an electron created on $p$, and passes by one created elsewhere. Hence

$$\mathbf S_p\cdot\mathbf S_q\,c_{ps}c_{qt}\,x=\tfrac14\sum_{v,u}\Bigl(\sum_k\sigma^k_{vs}\sigma^k_{ut}\Bigr)c_{pv}c_{qu}\,x .$$

The completeness relation $\sum_k\sigma^k_{vs}\sigma^k_{ut}=2\delta_{vt}\delta_{us}-\delta_{vs}\delta_{ut}$ turns this into

$$\mathbf S_p\cdot\mathbf S_q\,c_{ps}c_{qt}\,x=\tfrac12c_{pt}c_{qs}\,x-\tfrac14c_{ps}c_{qt}\,x .$$

Exchanging the roles of the sites shows that $1-E_{qp}E_{pq}$ performs the same swap. Adding the two orders gives, on these states,

$$E_{pq}E_{qp}+E_{qp}E_{pq}=1-4\,\mathbf S_p\cdot\mathbf S_q .$$

This is the operator algebra of superexchange, without its energy scale. In a two-site Hubbard model with hopping amplitude $\tau$ and repulsion $U\gg|\tau|$, the usual second-order argument multiplies the sum by $-\tau^2/U$ and yields the antiferromagnetic coupling $\tfrac{4\tau^2}{U}(\mathbf S_p\cdot\mathbf S_q-\tfrac14)$; that Hamiltonian and the perturbation theory are not part of the Lean development.

## The Lean file

```lean
import Mathlib

open Finset

namespace SpinExchangeFromHopping

noncomputable section

variable {P σ V : Type*} [DecidableEq P] [DecidableEq σ] [AddCommGroup V] [Module ℂ V]

/-- The canonical anticommutation relations for creation operators `c p s` and annihilation
operators `a p s` at site `p` with spin label `s`. -/
structure CAR (c a : P → σ → Module.End ℂ V) : Prop where
  cc : ∀ p q s t, c p s * c q t + c q t * c p s = 0
  aa : ∀ p q s t, a p s * a q t + a q t * a p s = 0
  ac : ∀ p q s t, a p s * c q t + c q t * a p s = if p = q ∧ s = t then 1 else 0

/-- The hopping operator `E_pq`, which moves an electron from site `q` to site `p` and keeps
its spin. -/
def hop [Fintype σ] (c a : P → σ → Module.End ℂ V) (p q : P) : Module.End ℂ V :=
  ∑ s, c p s * a q s

/-- Exchanging two creation operators changes the sign of the state. -/
theorem create_swap {c a : P → σ → Module.End ℂ V} (h : CAR c a) (p q : P) (s t : σ) (y : V) :
    c p s (c q t y) = -c q t (c p s y) :=
  eq_neg_of_add_eq_zero_left (LinearMap.congr_fun (h.cc p q s t) y)

/-- Applied after `c_rt`, the elementary transfer `c_ps a_qu` gives a sum of two terms: one with
`c_ps` in place of `c_rt`, present only if `q = r` and `u = t`, and one in which the transfer acts
on the rest of the state. -/
theorem transfer_create {c a : P → σ → Module.End ℂ V} (h : CAR c a) (p q r : P) (s u t : σ)
    (y : V) : c p s (a q u (c r t y)) =
      (if q = r ∧ u = t then c p s y else 0) + c r t (c p s (a q u y)) := by
  have e : a q u (c r t y) = (if q = r ∧ u = t then y else 0) - c r t (a q u y) := by
    have e' := LinearMap.congr_fun (h.ac q r u t) y
    rw [LinearMap.add_apply, Module.End.mul_apply, Module.End.mul_apply] at e'
    rw [eq_sub_iff_add_eq, e']
    split_ifs <;> rfl
  rw [e, map_sub, create_swap h p r s t, sub_neg_eq_add]
  split_ifs <;> simp

/-- Applied after a creation operator, the hop from `q` to `p` gives a sum of two terms: one with
the created electron moved to `p`, present only if it was created at `q`, and one in which the hop
acts on the rest of the state. -/
theorem hop_create [Fintype σ] {c a : P → σ → Module.End ℂ V} (h : CAR c a) (p q r : P) (t : σ)
    (y : V) : hop c a p q (c r t y) =
      (if q = r then c p t y else 0) + c r t (hop c a p q y) := by
  simp only [hop, LinearMap.sum_apply, Module.End.mul_apply, transfer_create h,
    Finset.sum_add_distrib, map_sum]
  congr 1
  by_cases hqr : q = r <;> simp [hqr]

/-- Spin exchange from hopping: on two singly occupied sites, one minus a hop there and back
swaps the two spins. -/
theorem spin_swap [Fintype σ] {c a : P → σ → Module.End ℂ V} (h : CAR c a) {p q : P}
    (hpq : p ≠ q) {x : V} (hp : ∀ s, a p s x = 0) (hq : ∀ s, a q s x = 0) (s t : σ) :
    (1 - hop c a p q * hop c a q p) (c p s (c q t x)) = c p t (c q s x) := by
  have vp : hop c a q p x = 0 := by simp [hop, LinearMap.sum_apply, hp]
  have vq : hop c a p q x = 0 := by simp [hop, LinearMap.sum_apply, hq]
  -- the first hop moves the electron created at `p` to `q` (the result is zero if `s = t`)
  have e1 : hop c a q p (c p s (c q t x)) = c q s (c q t x) := by
    rw [hop_create h, if_pos rfl, hop_create h, if_neg hpq, vp, map_zero, add_zero, map_zero,
      add_zero]
  -- either of the two electrons can hop back
  have e2 : hop c a p q (c q s (c q t x)) = c p s (c q t x) + c q s (c p t x) := by
    rw [hop_create h, if_pos rfl, hop_create h, if_pos rfl, vq, map_zero, add_zero]
  rw [LinearMap.sub_apply, Module.End.one_apply, Module.End.mul_apply, e1, e2,
    create_swap h q p s t]
  abel

/-- For an arbitrary two-electron spin amplitude `f`, the same operator transposes `f`. -/
theorem amplitude_swap [Fintype σ] {c a : P → σ → Module.End ℂ V} (h : CAR c a) {p q : P}
    (hpq : p ≠ q) {x : V} (hp : ∀ s, a p s x = 0) (hq : ∀ s, a q s x = 0) (f : σ → σ → ℂ) :
    (1 - hop c a p q * hop c a q p) (∑ s, ∑ t, f s t • c p s (c q t x)) =
      ∑ s, ∑ t, f t s • c p s (c q t x) := by
  simp only [map_sum, map_smul, spin_swap h hpq hp hq]
  exact Finset.sum_comm

/-- The three Pauli matrices. -/
def pauli : Fin 3 → Matrix (Fin 2) (Fin 2) ℂ :=
  ![!![0, 1; 1, 0], !![0, -Complex.I; Complex.I, 0], !![1, 0; 0, -1]]

/-- Component `k` of the spin one-half operator of site `p`. -/
def spin (c a : P → Fin 2 → Module.End ℂ V) (p : P) (k : Fin 3) : Module.End ℂ V :=
  (1 / 2 : ℂ) • ∑ s, ∑ t, pauli k s t • (c p s * a p t)

/-- The completeness relation of the Pauli matrices. -/
theorem pauli_completeness (v s u t : Fin 2) : ∑ k, pauli k v s * pauli k u t =
    2 * (if v = t ∧ u = s then 1 else 0) - (if v = s ∧ u = t then 1 else 0) := by
  fin_cases v <;> fin_cases s <;> fin_cases u <;> fin_cases t <;>
    simp [pauli, Fin.sum_univ_succ] <;> norm_num

/-- Applied after a creation operator, a local spin operator gives a sum of two terms: one with half
a Pauli matrix applied to the spin of the created electron, present only if it was created at the
operator's own site, and one in which the operator acts on the rest of the state. -/
theorem spin_create {c a : P → Fin 2 → Module.End ℂ V} (h : CAR c a) (p r : P) (k : Fin 3)
    (t : Fin 2) (y : V) : spin c a p k (c r t y) =
      (if p = r then (1 / 2 : ℂ) • ∑ s, pauli k s t • c p s y else 0)
        + c r t (spin c a p k y) := by
  simp only [spin, LinearMap.smul_apply, LinearMap.sum_apply, Module.End.mul_apply,
    transfer_create h, smul_add, Finset.sum_add_distrib, map_smul, map_sum]
  congr 1
  by_cases hpr : p = r <;> simp [hpr]

/-- On two singly occupied sites, `S_p · S_q` is half the spin swap minus one quarter. -/
theorem spin_dot_spin {c a : P → Fin 2 → Module.End ℂ V} (h : CAR c a) {p q : P}
    (hpq : p ≠ q) {x : V} (hp : ∀ s, a p s x = 0) (hq : ∀ s, a q s x = 0) (s t : Fin 2) :
    (∑ k, spin c a p k * spin c a q k) (c p s (c q t x)) =
      (1 / 2 : ℂ) • c p t (c q s x) - (1 / 4 : ℂ) • c p s (c q t x) := by
  have key : ∀ k, spin c a p k (spin c a q k (c p s (c q t x))) =
      ∑ v, ∑ u, (1 / 4 * (pauli k v s * pauli k u t)) • c p v (c q u x) := by
    intro k
    have vp : spin c a p k x = 0 := by simp [spin, hp]
    have vq : spin c a q k x = 0 := by simp [spin, hq]
    have e1 : spin c a q k (c p s (c q t x)) =
        c p s ((1 / 2 : ℂ) • ∑ u, pauli k u t • c q u x) := by
      rw [spin_create h, if_neg hpq.symm, zero_add, spin_create h, if_pos rfl, vq, map_zero,
        add_zero]
    have e2 : ∀ u, spin c a p k (c q u x) = 0 := fun u => by
      rw [spin_create h, if_neg hpq, vp, map_zero, add_zero]
    rw [e1, spin_create h, if_pos rfl]
    simp only [map_smul, e2, smul_zero, map_zero, add_zero, Fin.sum_univ_two, map_add]
    module
  calc (∑ k, spin c a p k * spin c a q k) (c p s (c q t x))
      = ∑ v, ∑ u, (1 / 4 * ∑ k, pauli k v s * pauli k u t) • c p v (c q u x) := by
        simp only [LinearMap.sum_apply, Module.End.mul_apply, key]
        simp only [Fin.sum_univ_three, Fin.sum_univ_two]
        module
    _ = _ := by
        simp only [pauli_completeness]
        fin_cases s <;> fin_cases t <;> simp [Fin.sum_univ_two] <;> module

/-- On two singly occupied sites, the two orders of hopping there and back add up to `1 - 4 S_p ·
S_q`. -/
theorem superexchange {c a : P → Fin 2 → Module.End ℂ V} (h : CAR c a) {p q : P}
    (hpq : p ≠ q) {x : V} (hp : ∀ s, a p s x = 0) (hq : ∀ s, a q s x = 0) (s t : Fin 2) :
    (hop c a p q * hop c a q p + hop c a q p * hop c a p q) (c p s (c q t x)) =
      c p s (c q t x) - (4 : ℂ) • (∑ k, spin c a p k * spin c a q k) (c p s (c q t x)) := by
  have e1 := spin_swap h hpq hp hq s t
  -- the other order of hops is the same statement with the sites exchanged
  have e2 := spin_swap h hpq.symm hq hp t s
  rw [create_swap h q p t s, create_swap h q p s t, map_neg, neg_inj] at e2
  rw [LinearMap.sub_apply, Module.End.one_apply] at e1 e2
  rw [LinearMap.add_apply, spin_dot_spin h hpq hp hq]
  linear_combination (norm := module) -e1 - e2

/-- Fermionic Fock space, as the exterior algebra over the spin orbitals. -/
abbrev Fock (P σ : Type*) := ExteriorAlgebra ℂ (P × σ → ℂ)

/-- Creation on Fock space: the wedge product with a spin orbital. -/
def wedge (p : P) (s : σ) : Module.End ℂ (Fock P σ) :=
  LinearMap.mulLeft ℂ (ExteriorAlgebra.ι ℂ (Pi.single (p, s) (1 : ℂ)))

/-- Annihilation on Fock space: the contraction with a spin orbital. -/
def contract (p : P) (s : σ) : Module.End ℂ (Fock P σ) :=
  CliffordAlgebra.contractLeft (Q := 0) (LinearMap.proj (p, s))

/-- Wedge product and contraction on Fock space satisfy the CAR, and the nonzero vacuum `1` is
killed by every annihilation operator. -/
theorem CAR_witness : CAR (wedge (P := P) (σ := σ)) contract ∧
    (∀ (p : P) (s : σ), contract p s (1 : Fock P σ) = 0) ∧ (1 : Fock P σ) ≠ 0 := by
  refine ⟨⟨fun p q s t => LinearMap.ext fun y => ?_, fun p q s t => LinearMap.ext fun y => ?_,
    fun p q s t => LinearMap.ext fun y => ?_⟩,
    fun p s => CliffordAlgebra.contractLeft_one .., one_ne_zero⟩
  · change ExteriorAlgebra.ι ℂ _ * (ExteriorAlgebra.ι ℂ _ * y)
      + ExteriorAlgebra.ι ℂ _ * (ExteriorAlgebra.ι ℂ _ * y) = 0
    rw [← mul_assoc, ← mul_assoc, ← add_mul, ExteriorAlgebra.ι_add_mul_swap, zero_mul]
  · exact add_eq_zero_iff_eq_neg.mpr (CliffordAlgebra.contractLeft_comm ..)
  · have e : contract p s (wedge q t y) =
        (Pi.single (q, t) (1 : ℂ) : P × σ → ℂ) (p, s) • y - wedge q t (contract p s y) :=
      CliffordAlgebra.contractLeft_ι_mul ..
    rw [LinearMap.add_apply, Module.End.mul_apply, Module.End.mul_apply, e, sub_add_cancel]
    by_cases hh : p = q ∧ s = t
    · obtain ⟨rfl, rfl⟩ := hh
      simp
    · have z : (Pi.single (q, t) (1 : ℂ) : P × σ → ℂ) (p, s) = 0 :=
        Pi.single_eq_of_ne (fun e => hh (Prod.ext_iff.mp e)) _
      rw [if_neg hh, z, zero_smul, LinearMap.zero_apply]

end

end SpinExchangeFromHopping
```

```lean
#print axioms SpinExchangeFromHopping.spin_swap
-- 'SpinExchangeFromHopping.spin_swap' depends on axioms: [propext, Classical.choice, Quot.sound]
#print axioms SpinExchangeFromHopping.amplitude_swap
-- 'SpinExchangeFromHopping.amplitude_swap' depends on axioms: [propext, Classical.choice, Quot.sound]
#print axioms SpinExchangeFromHopping.superexchange
-- 'SpinExchangeFromHopping.superexchange' depends on axioms: [propext, Classical.choice, Quot.sound]
```

## What the theorems say about electrons

`P` is the type of sites, `σ` the type of spin labels, and `V` the complex vector space of states. The families `c` and `a` assign a linear operator on `V` to each site and label, and `CAR c a` is the assumption that they obey the three relations. It stands for the fermionic nature of the particles. No inner product is used, so `c p s` is not required to be the adjoint of `a p s`, and states need not be normalised.

In `spin_swap`, `hpq` says that the sites are distinct, while `hp` and `hq` say that both are empty in `x`. Other sites may be occupied, so `x` need not be the vacuum. The case in the question has `p` as site 1, `q` as site 2 and two spin labels. `amplitude_swap` is the version for superpositions.

`spin_dot_spin` and `superexchange` fix the labels to `Fin 2`, where `0` is spin up and `1` is spin down along $z$. Both are statements about the states $c_{ps}c_{qt}x$ and not operator identities on all of `V`.

`CAR_witness` supplies a model of the assumptions: the exterior algebra over the spin orbitals, with the wedge product as creation, contraction as annihilation and the nonzero element `1` as vacuum.

## How the proof follows the two hops

`create_swap` is the sign rule for two creation operators. `transfer_create` is the rule for $c_{ps}a_{qu}$: its inner equation `e` solves the mixed anticommutator for $a_{qu}c_{rt}y$, and `create_swap` then supplies the second minus sign, which makes the last term positive. `hop_create` sums this over spin, and the case split on `q = r` decides whether the Kronecker delta contributes.

In `spin_swap`, `vp` and `vq` state that both hops annihilate `x`. The equation `e1` is the first hop and `e2` the return hop with its two terms. Each is obtained by applying `hop_create` twice, with `if_pos` where the hop finds its electron and `if_neg` where `hpq` rules that out. One use of `create_swap` reorders the exchanged term, and `abel` does the cancellation. `amplitude_swap` applies this result inside the double sum and then exchanges the order of summation.

`pauli_completeness` is verified over all sixteen index choices. `spin_create` is the analogue of `hop_create` for a local spin operator. Within `spin_dot_spin`, `key` computes the action of a single component $S_p^kS_q^k$; the `calc` block then sums over $k$ and inserts completeness.

For `superexchange`, `spin_swap` is used twice, the second time with sites and spins interchanged. Two applications of `create_swap` bring that second equation to the same ordering of operators. Then `spin_dot_spin` rewrites the spin term in the goal, and `linear_combination` closes it from the two swap equations.

In `CAR_witness`, the relation for two creation operators is the antisymmetry of the wedge product, the one for two annihilation operators is the anticommutation of contractions, and the mixed one is the product rule for contracting a wedge product.

## A full site blocks the swap

Suppose that site $q$ is allowed to be occupied in $x$. Take spin one half, the Fock vacuum $|0\rangle$, and $x=c_{q\uparrow}|0\rangle$, with $s=\uparrow$ and $t=\downarrow$. Site $p$ is still empty in $x$, but the starting state

$$c_{p\uparrow}c_{q\downarrow}c_{q\uparrow}|0\rangle$$

already has two electrons on $q$. The hop $E_{qp}$ would add a second spin-up electron there, so it gives zero, and $1-E_{pq}E_{qp}$ leaves the state unchanged. This state is nonzero, since annihilating its three electrons returns the vacuum up to a sign. The claimed right-hand side, however, is $c_{p\downarrow}c_{q\uparrow}c_{q\uparrow}|0\rangle=0$. The identity therefore fails without `hq`.
